# A SHAKE multiplier for a single bond exists if and only if the transverse part of the trial bond is at most the bond length

Let $r$ be the vector joining two bonded atoms at the start of a time step, with the prescribed length $\|r\|=d>0$. A step taken without the constraint force turns it into the trial bond $s$. SHAKE then shifts the two atoms in opposite directions along the old bond $r$ to bring their distance back to $d$. The question is whether any real multiplier $l$ achieves this. The vectors belong to a real inner-product space `E` of any dimension; physical space is the case $\mathbb R^3$.

In Lean 4 with Mathlib:

```lean
import Mathlib

open scoped InnerProductSpace

namespace ShakeSingleBond

noncomputable section

variable {E : Type*} [NormedAddCommGroup E] [InnerProductSpace ℝ E]
```

The corrected bond is $s+l\mu r$. Here $\mu$ is the inverse reduced mass, whereas many textbooks use the letter for the reduced mass itself. The multiplier $l$ absorbs the time-step factors that usually accompany the Lagrange multiplier.

```lean
/-- The bond vector after a SHAKE correction with multiplier `l` along the old bond `r`,
starting from the trial bond `s`; `μ` is the inverse reduced mass. -/
def correctedBond (μ : ℝ) (r s : E) (l : ℝ) : E := s + (l * μ) • r
```

The trial bond has the dimensionless coefficient $a=\langle r,s\rangle/\|r\|^2$ along $r$, called `along r s`.

```lean
/-- The coefficient of the trial bond `s` along the old bond `r`, for `r ≠ 0`. -/
def along (r s : E) : ℝ := ⟪r, s⟫_ℝ / ‖r‖ ^ 2
```

What remains is the transverse part $s_\perp=s-a\,r$.

```lean
/-- The component of the trial bond `s` orthogonal to the old bond `r`, for `r ≠ 0`. -/
def transverse (r s : E) : E := s - along r s • r
```

## From two atoms to one bond vector

Let the atoms have masses $m_1,m_2$ and trial positions $x_1,x_2$, so that $s=x_1-x_2$. Shifting them by $(l/m_1)r$ and $-(l/m_2)r$ gives

$$\Bigl(x_1+\tfrac{l}{m_1}r\Bigr)-\Bigl(x_2-\tfrac{l}{m_2}r\Bigr)=s+l\Bigl(\tfrac1{m_1}+\tfrac1{m_2}\Bigr)r,$$

which identifies $\mu=1/m_1+1/m_2$.

```lean
/-- Moving two atoms by `l / m₁` and `-l / m₂` along the old bond `r` corrects their bond
vector with `μ = 1 / m₁ + 1 / m₂`, for nonzero masses. -/
theorem bond_of_atoms (m₁ m₂ l : ℝ) (r x₁ x₂ : E) :
    (x₁ + (l / m₁) • r) - (x₂ - (l / m₂) • r) =
      correctedBond (1 / m₁ + 1 / m₂) r (x₁ - x₂) l := by
  unfold correctedBond
  module
```

The mass-weighted shifts cancel, $m_1(l/m_1)r-m_2(l/m_2)r=lr-lr=0$, so the correction does not move the centre of mass.

```lean
/-- For nonzero masses, the SHAKE correction of two atoms leaves the mass-weighted sum of
their positions unchanged. -/
theorem center_of_mass_conserved {m₁ m₂ : ℝ} (h₁ : m₁ ≠ 0) (h₂ : m₂ ≠ 0)
    (l : ℝ) (r x₁ x₂ : E) :
    m₁ • (x₁ + (l / m₁) • r) + m₂ • (x₂ - (l / m₂) • r) = m₁ • x₁ + m₂ • x₂ := by
  have e₁ : m₁ * (l / m₁) = l := by field_simp
  have e₂ : m₂ * (l / m₂) = l := by field_simp
  rw [smul_add, smul_sub, smul_smul, smul_smul, e₁, e₂]
  abel
```

## The constraint as a quadratic equation

The transverse part is orthogonal to the old bond, since $\langle s_\perp,r\rangle=\langle s,r\rangle-a\|r\|^2=0$. Writing $s+l\mu r=s_\perp+(l\mu+a)r$, Pythagoras gives

$$\|s+l\mu r\|^2=\|s_\perp\|^2+(l\mu+a)^2\|r\|^2 .$$

In the proof, `ho` is the orthogonality and `e` the decomposition; `norm_add_sq_real` expands the square, and `ho` removes the cross term.

```lean
/-- For a nonzero old bond, the squared length of the corrected bond is the sum of a
transverse part, independent of the multiplier, and a part along the old bond. -/
theorem norm_sq_correctedBond {r : E} (hr : r ≠ 0) (μ : ℝ) (s : E) (l : ℝ) :
    ‖correctedBond μ r s l‖ ^ 2 =
      ‖transverse r s‖ ^ 2 + (l * μ + along r s) ^ 2 * ‖r‖ ^ 2 := by
  have hn : ‖r‖ ^ 2 ≠ 0 := pow_ne_zero 2 (norm_ne_zero_iff.mpr hr)
  -- the transverse part is orthogonal to the old bond
  have ho : ⟪transverse r s, r⟫_ℝ = 0 := by
    unfold transverse along
    rw [inner_sub_left, real_inner_smul_left, real_inner_self_eq_norm_sq,
      div_mul_cancel₀ _ hn, real_inner_comm r s, sub_self]
  have e : correctedBond μ r s l = transverse r s + (l * μ + along r s) • r := by
    unfold correctedBond transverse
    module
  rw [e, norm_add_sq_real, real_inner_smul_right, ho, norm_smul, mul_pow,
    Real.norm_eq_abs, sq_abs]
  ring
```

Lengths are non-negative, so the corrected length equals $d$ exactly when the squares agree. With $\|r\|=d$ this reads

$$(l\mu+a)^2d^2=d^2-\|s_\perp\|^2 .$$

```lean
/-- For an old bond of length `d > 0`, the bond-length constraint is equivalent to an equation for
the multiplier, quadratic when `μ ≠ 0`, written here with the square completed. -/
theorem constraint_iff {r : E} {d : ℝ} (hr : ‖r‖ = d) (hd : 0 < d) (μ : ℝ) (s : E) (l : ℝ) :
    ‖correctedBond μ r s l‖ = d ↔
      (l * μ + along r s) ^ 2 * d ^ 2 = d ^ 2 - ‖transverse r s‖ ^ 2 := by
  have hr0 : r ≠ 0 := norm_pos_iff.mp (by rw [hr]; exact hd)
  have key := norm_sq_correctedBond hr0 μ s l
  rw [hr] at key
  constructor
  · intro h
    rw [h] at key
    linarith
  · intro h
    exact (sq_eq_sq₀ (norm_nonneg _) hd.le).mp (by linarith)
```

Suppose $\|s_\perp\|\le d$ and put $q=\sqrt{d^2-\|s_\perp\|^2}$. Then $((l\mu+a)d)^2=q^2$, hence $l\mu+a=\pm q/d$ and

$$l=\frac{-a\pm q/d}{\mu}.$$

The proof makes the same split with `sq_eq_sq_iff_eq_or_eq_neg`.

```lean
/-- If the old bond has length `d > 0`, the transverse part of the trial bond is no longer
than `d`, and `μ > 0`, the multipliers that restore the bond length are exactly these two
(possibly equal) values. -/
theorem multiplier_formula {r s : E} {d μ : ℝ} (hr : ‖r‖ = d) (hd : 0 < d) (hμ : 0 < μ)
    (hs : ‖transverse r s‖ ≤ d) (l : ℝ) :
    ‖correctedBond μ r s l‖ = d ↔
      l = (-along r s + √(d ^ 2 - ‖transverse r s‖ ^ 2) / d) / μ ∨
      l = (-along r s - √(d ^ 2 - ‖transverse r s‖ ^ 2) / d) / μ := by
  have hq : √(d ^ 2 - ‖transverse r s‖ ^ 2) ^ 2 = d ^ 2 - ‖transverse r s‖ ^ 2 :=
    Real.sq_sqrt (by nlinarith [norm_nonneg (transverse r s)])
  generalize √(d ^ 2 - ‖transverse r s‖ ^ 2) = q at hq ⊢
  rw [constraint_iff hr hd, ← hq, ← mul_pow, sq_eq_sq_iff_eq_or_eq_neg,
    eq_div_iff hμ.ne', eq_div_iff hμ.ne']
  apply or_congr
  · rw [← eq_div_iff hd.ne']
    constructor <;> intro h <;> linarith
  · rw [← eq_div_iff hd.ne', neg_div]
    constructor <;> intro h <;> linarith
```

For example, take $d=1$, $r=(1,0)$, $s=(1.2,\,0.6)$ and unit masses, so $\mu=2$. Then $a=1.2$, $\|s_\perp\|=0.6$ and $q=0.8$. The multipliers are $l=-0.2$, giving the bond $(0.8,\,0.6)$, and $l=-1$, giving $(-0.8,\,0.6)$. The first stays closer to the old bond.

## When a multiplier exists

If some $l$ solves the quadratic, its left side is non-negative, so $\|s_\perp\|^2\le d^2$ and $\|s_\perp\|\le d$. Conversely, if $\|s_\perp\|\le d$, the root with the plus sign is a solution. The theorem states this equivalence for every trial bond `s`, given `‖r‖ = d`, `0 < d` and `0 < μ`.

```lean
/-- Solvability of SHAKE for one bond: with an old bond of length `d > 0` and `μ > 0`, some
real multiplier restores the length `d` if and only if the component of the trial bond
orthogonal to the old bond has norm at most `d`. -/
theorem shake_solvable_iff {r : E} {d μ : ℝ} (hr : ‖r‖ = d) (hd : 0 < d) (hμ : 0 < μ)
    (s : E) :
    (∃ l : ℝ, ‖s + (l * μ) • r‖ = d) ↔ ‖transverse r s‖ ≤ d := by
  constructor
  · rintro ⟨l, hl⟩
    have h := (constraint_iff hr hd μ s l).mp hl
    have h0 : 0 ≤ (l * μ + along r s) ^ 2 * d ^ 2 := by positivity
    by_contra hc
    have hc' : d < ‖transverse r s‖ := lt_of_not_ge hc
    nlinarith
  · intro hs
    exact ⟨_, (multiplier_formula hr hd hμ hs _).mpr (Or.inl rfl)⟩
```

The equivalence fails for $\mu=0$, the limit of two infinitely heavy atoms. With $s=2r$ the transverse part vanishes, yet the bond keeps length $2d$ for every $l$. This shows that $\mu\neq0$ is needed.

If $l$ is a solution, so is its mirror image $l'=-l-2a/\mu$, because $l'\mu+a=-(l\mu+a)$. Uniqueness forces $l'=l$, hence $l\mu+a=0$ and $\|s_\perp\|=d$. Conversely, $\|s_\perp\|=d$ reduces the quadratic to $(l\mu+a)^2d^2=0$, whose only root is $l=-a/\mu$.

```lean
/-- With an old bond of length `d > 0` and `μ > 0`, the multiplier exists and is unique
exactly when the transverse part of the trial bond has norm `d`. -/
theorem shake_unique_iff {r : E} {d μ : ℝ} (hr : ‖r‖ = d) (hd : 0 < d) (hμ : 0 < μ)
    (s : E) :
    (∃! l : ℝ, ‖correctedBond μ r s l‖ = d) ↔ ‖transverse r s‖ = d := by
  constructor
  · rintro ⟨l, hl, hu⟩
    have h := (constraint_iff hr hd μ s l).mp hl
    -- the mirror image of a solution is again a solution
    have e : (-l - 2 * along r s / μ) * μ + along r s = -(l * μ + along r s) := by
      field_simp
      ring
    have hm := hu (-l - 2 * along r s / μ)
      ((constraint_iff hr hd μ s _).mpr (by rw [e, neg_sq]; exact h))
    rw [hm] at e
    have hz : l * μ + along r s = 0 := by linarith
    rw [hz] at h
    exact (sq_eq_sq₀ (norm_nonneg _) hd.le).mp (by linarith)
  · intro hs
    refine ⟨-along r s / μ, (constraint_iff hr hd μ s _).mpr ?_, ?_⟩
    · rw [hs, div_mul_cancel₀ _ hμ.ne']
      ring
    · intro l hl
      have h := (constraint_iff hr hd μ s l).mp hl
      rw [hs, sub_self] at h
      have hz : l * μ + along r s = 0 := by
        rcases mul_eq_zero.mp h with h | h
        · exact pow_eq_zero_iff two_ne_zero |>.mp h
        · exact absurd h (pow_ne_zero 2 hd.ne')
      rw [eq_div_iff hμ.ne']
      linarith
```

A small enough step guarantees a solution. Since $s-r=s_\perp+(a-1)r$, Pythagoras gives $\|s_\perp\|\le\|s-r\|$, so $\|s-r\|\le d$ suffices. The proof reads this off the earlier norm identity with $\mu=1$ and $l=-1$. The condition is not necessary: $s=3r$ violates it but has $s_\perp=0$.

```lean
/-- With an old bond of length `d > 0` and `μ > 0`, a multiplier exists whenever the
unconstrained step changes the bond vector by at most `d` in norm. -/
theorem shake_solvable_of_small_step {r s : E} {d μ : ℝ} (hr : ‖r‖ = d) (hd : 0 < d)
    (hμ : 0 < μ) (hstep : ‖s - r‖ ≤ d) : ∃ l : ℝ, ‖s + (l * μ) • r‖ = d := by
  rw [shake_solvable_iff hr hd hμ]
  have hr0 : r ≠ 0 := norm_pos_iff.mp (by rw [hr]; exact hd)
  -- the change of the bond has the same transverse part as the trial bond
  have key := norm_sq_correctedBond hr0 1 s (-1)
  have e : correctedBond 1 r s (-1) = s - r := by
    unfold correctedBond
    module
  rw [e] at key
  have h0 : 0 ≤ (-1 * 1 + along r s) ^ 2 * ‖r‖ ^ 2 := by positivity
  by_contra hc
  have hc' : d < ‖transverse r s‖ := lt_of_not_ge hc
  nlinarith [norm_nonneg (s - r)]
```

For two atoms, positive masses make $\mu=1/m_1+1/m_2$ positive, and the bond identity turns the criterion into one on $x_1-x_2$. In a molecular dynamics run with one isolated constraint, $\|s_\perp\|>d$ therefore means that no number of iterations can find a real multiplier. The converse concerns existence only, not the convergence of an iteration: the usual SHAKE update divides by $\langle r,s\rangle$, so it breaks down when $s$ is orthogonal to $r$ and shorter than $d$, although a multiplier exists. The step to a molecule whose bonds share atoms remains open here, because correcting one bond then changes its neighbours.

```lean
/-- For two atoms of positive masses at trial positions `x₁`, `x₂` and an old bond of length
`d > 0`, some real SHAKE multiplier restores their distance to `d` if and only if the component of
`x₁ - x₂` orthogonal to the old bond has norm at most `d`. -/
theorem shake_atoms_solvable_iff {r : E} {d m₁ m₂ : ℝ} (hr : ‖r‖ = d) (hd : 0 < d)
    (h₁ : 0 < m₁) (h₂ : 0 < m₂) (x₁ x₂ : E) :
    (∃ l : ℝ, ‖(x₁ + (l / m₁) • r) - (x₂ - (l / m₂) • r)‖ = d) ↔
      ‖transverse r (x₁ - x₂)‖ ≤ d := by
  have hμ : 0 < 1 / m₁ + 1 / m₂ := by positivity
  simp only [bond_of_atoms]
  exact shake_solvable_iff hr hd hμ (x₁ - x₂)

end

end ShakeSingleBond
```

```lean
#print axioms ShakeSingleBond.center_of_mass_conserved
#print axioms ShakeSingleBond.shake_unique_iff
#print axioms ShakeSingleBond.shake_solvable_of_small_step
#print axioms ShakeSingleBond.shake_atoms_solvable_iff
```

```
'ShakeSingleBond.center_of_mass_conserved' depends on axioms: [propext, Classical.choice, Quot.sound]
'ShakeSingleBond.shake_unique_iff' depends on axioms: [propext, Classical.choice, Quot.sound]
'ShakeSingleBond.shake_solvable_of_small_step' depends on axioms: [propext, Classical.choice, Quot.sound]
'ShakeSingleBond.shake_atoms_solvable_iff' depends on axioms: [propext, Classical.choice, Quot.sound]
```
